# The Voigt function H(x,y) lies within 2y/√π of exp(−x²) for real x and y > 0

In the Voigt model of a spectral line broadened by thermal motion and collisions, the reduced height at the line centre is

H(0,y) = π^(−1/2) ∫_{s>0} exp(−s²/4 − ys) ds.

Here s is a reduced time and y > 0 is the collisional half-width divided by the Doppler 1/e half-width. Without the damping exp(−ys) the height is 1. Since 0 ≤ 1 − exp(−ys) ≤ ys and ∫_{s>0} s exp(−s²/4) ds = 2, damping lowers it by at most 2y/√π. Off centre, a factor cos(xs) enters, and its modulus is at most 1.

```lean
import Mathlib

open MeasureTheory Set
open Complex (I)
open scoped Real

namespace VoigtGaussianCore

noncomputable section
```

## Averaging a Lorentzian over velocities

Let x be the detuning in Doppler 1/e half-widths and t the velocity along the line of sight in units of the most probable speed. Each velocity class contributes a Lorentzian with Maxwell weight exp(−t²):

H(x,y) = (y/π) ∫ exp(−t²)/((x−t)² + y²) dt.

This describes one isolated line with a velocity-independent collision rate; collisions that change the velocity are left out. In Lean, `x` and `y` are real numbers, and the normalisation makes the undamped peak 1, not the area.

```lean
/-- The Voigt function for reduced detuning `x` and reduced collisional width `y > 0`. -/
def voigt (x y : ℝ) : ℝ := y / π * ∫ t : ℝ, Real.exp (-t ^ 2) / ((x - t) ^ 2 + y ^ 2)
```

The Faddeeva function is w(z) = (i/π) ∫ exp(−t²)/(z−t) dt. This formula represents it only for Im z > 0, which the theorems using it assume.

```lean
/-- The Faddeeva function, given by its integral in the upper half plane `Im z > 0`. -/
def faddeeva (z : ℂ) : ℂ := I / π * ∫ t : ℝ, Complex.exp (-(t : ℂ) ^ 2) / (z - t)
```

Both come from one damped wave, K(t,s) = exp(−t² + i(z−t)s).

```lean
/-- The wave at time `s` from atoms of reduced velocity `t`, with its Maxwell weight. -/
def kernel (z : ℂ) (t s : ℝ) : ℂ := Complex.exp (-(t : ℂ) ^ 2 + I * (z - t) * s)
```

## Doing the time and velocity integrals in either order

For b > 0 and real k, completing the square gives

∫ exp(−bt² + ikt) dt = √(π/b) exp(−k²/(4b)).

Mathlib supplies the complex integral; the remaining steps turn its complex power into a real square root.

```lean
/-- The Fourier transform of a Gaussian is a Gaussian. -/
theorem gaussian_fourier {b : ℝ} (hb : 0 < b) (k : ℝ) :
    ∫ t : ℝ, Complex.exp (-(b : ℂ) * t ^ 2 + I * k * t) =
      ((√(π / b) * Real.exp (-k ^ 2 / (4 * b)) : ℝ) : ℂ) := by
  have h := integral_cexp_quadratic (b := -(b : ℂ)) (by simpa using hb) (I * k) 0
  simp only [add_zero] at h
  have h1 : ((π : ℂ) / - -(b : ℂ)) ^ (1 / 2 : ℂ) = ((√(π / b) : ℝ) : ℂ) := by
    rw [neg_neg, Real.sqrt_eq_rpow, Complex.ofReal_cpow (by positivity)]
    push_cast
    rfl
  rw [h, h1, Complex.ofReal_mul, Complex.ofReal_exp]
  congr 2
  push_cast
  rw [mul_pow, Complex.I_sq, mul_neg, div_neg]
  ring
```

With y = Im z, |K(t,s)| = exp(−t²) exp(−ys), a product of integrable functions. This permits Fubini's theorem.

```lean
/-- For `Im z > 0` the wave is absolutely integrable over all velocities and positive times. -/
theorem kernel_integrable {z : ℂ} (hz : 0 < z.im) :
    Integrable (fun p : ℝ × ℝ => kernel z p.1 p.2)
      ((volume : Measure ℝ).prod (volume.restrict (Ioi 0))) := by
  have hg := (integrable_exp_neg_mul_sq one_pos).mul_prod (exp_neg_integrableOn_Ioi 0 hz)
  refine hg.mono' (Continuous.aestronglyMeasurable (by unfold kernel; fun_prop))
    (ae_of_all _ fun p => le_of_eq ?_)
  show ‖kernel z p.1 p.2‖ = Real.exp (-1 * p.1 ^ 2) * Real.exp (-z.im * p.2)
  rw [kernel, Complex.norm_exp, ← Real.exp_add]
  congr 1
  simp only [Complex.add_re, Complex.neg_re, Complex.mul_re, Complex.mul_im, Complex.sub_re,
    Complex.sub_im, Complex.I_re, Complex.I_im, Complex.ofReal_re, Complex.ofReal_im, pow_two]
  ring
```

Integrating over time first, with the upper limit vanishing because Im z > 0, gives

∫_{s>0} K(t,s) ds = −exp(−t²)/(i(z−t)) = i exp(−t²)/(z−t).

```lean
/-- The time integral of the damped wave is the complex Lorentzian of one velocity class. -/
theorem kernel_time {z : ℂ} (hz : 0 < z.im) (t : ℝ) :
    ∫ s in Ioi (0 : ℝ), kernel z t s = I * (Complex.exp (-(t : ℂ) ^ 2) / (z - t)) := by
  have hne : z - t ≠ 0 := fun h => by
    have := congrArg Complex.im h
    simp at this
    linarith
  have hre : (I * (z - t)).re < 0 := by simpa using hz
  have hw : -1 / (I * (z - t)) = I / (z - t) := by
    rw [div_eq_div_iff (mul_ne_zero Complex.I_ne_zero hne) hne]
    linear_combination (-(z - t)) * Complex.I_sq
  simp only [kernel, Complex.exp_add]
  rw [integral_const_mul, integral_exp_mul_complex_Ioi hre, Complex.ofReal_zero, mul_zero,
    Complex.exp_zero, hw]
  ring
```

Integrating over velocity first gives √π exp(−s²/4 + izs), by the Gaussian formula with b = 1 and k = −s. Equating the two orders and dividing by π yields

w(z) = π^(−1/2) ∫_{s>0} exp(−s²/4 + izs) ds.

`integral_integral_swap` performs the exchange.

```lean
/-- The Faddeeva function is the one-sided Fourier transform of a Gaussian correlation. -/
theorem faddeeva_eq_laplace {z : ℂ} (hz : 0 < z.im) :
    faddeeva z = 1 / (√π : ℝ) *
      ∫ s in Ioi (0 : ℝ), Complex.exp (-(s : ℂ) ^ 2 / 4 + I * z * s) := by
  have hv : ∀ s : ℝ, ∫ t : ℝ, kernel z t s =
      (√π : ℝ) * Complex.exp (-(s : ℂ) ^ 2 / 4 + I * z * s) := fun s => by
    have h : ∀ t : ℝ, kernel z t s = Complex.exp (I * z * s) *
        Complex.exp (-((1 : ℝ) : ℂ) * t ^ 2 + I * ((-s : ℝ) : ℂ) * t) := fun t => by
      rw [kernel, ← Complex.exp_add]
      congr 1
      push_cast
      ring
    simp only [h]
    rw [integral_const_mul, gaussian_fourier one_pos, Complex.exp_add, div_one, neg_sq, mul_one]
    push_cast
    ring
  -- exchange the time and velocity integrals
  have hs := integral_integral_swap (f := kernel z) (kernel_integrable hz)
  simp only [kernel_time hz, hv] at hs
  rw [integral_const_mul, integral_const_mul] at hs
  have hp : ((√π : ℝ) : ℂ) * (√π : ℝ) = (π : ℂ) := by
    rw [← Complex.ofReal_mul, Real.mul_self_sqrt Real.pi_pos.le]
  have h0 : ((√π : ℝ) : ℂ) ≠ 0 := Complex.ofReal_ne_zero.mpr (by positivity)
  rw [faddeeva, div_mul_eq_mul_div, hs, ← hp]
  field_simp
```

For z = x + iy, izs = ixs − ys, so the integrand has real part exp(−s²/4 − ys) cos(xs). The lemma allows any set `S` of times, because the undamped case will need the whole line.

```lean
/-- The damped cosine with Gaussian envelope is integrable on any set of times, and its integral
is the real part of that of the complex wave. -/
theorem damped_cosine (x y : ℝ) (S : Set ℝ) :
    IntegrableOn (fun s => Real.exp (-s ^ 2 / 4 - y * s) * Real.cos (x * s)) S ∧
    ∫ s in S, Real.exp (-s ^ 2 / 4 - y * s) * Real.cos (x * s) =
      (∫ s in S, Complex.exp (-(s : ℂ) ^ 2 / 4 + I * (x + y * I) * s)).re := by
  have hi : Integrable
      (fun s : ℝ => Complex.exp (-(s : ℂ) ^ 2 / 4 + I * (x + y * I) * s)) :=
    (integrable_cexp_quadratic' (b := ((-1 / 4 : ℝ) : ℂ))
      (by rw [Complex.ofReal_re]; norm_num) (I * (x + y * I)) 0).congr
      (ae_of_all _ fun s => by
        show Complex.exp _ = Complex.exp _
        congr 1
        push_cast
        ring)
  have hre : ∀ s : ℝ, (Complex.exp (-(s : ℂ) ^ 2 / 4 + I * (x + y * I) * s)).re =
      Real.exp (-s ^ 2 / 4 - y * s) * Real.cos (x * s) := fun s => by
    have h : -(s : ℂ) ^ 2 / 4 + I * (x + y * I) * s =
        ((-s ^ 2 / 4 - y * s : ℝ) : ℂ) + ((x * s : ℝ) : ℂ) * I := by
      push_cast
      linear_combination (y * s : ℂ) * Complex.I_sq
    rw [h, Complex.exp_re]
    simp only [Complex.add_re, Complex.add_im, Complex.ofReal_re, Complex.ofReal_im,
      Complex.mul_re, Complex.mul_im, Complex.I_re, Complex.I_im, mul_zero, mul_one, sub_zero,
      zero_add, add_zero]
  exact ⟨(Complex.reCLM.integrable_comp hi.integrableOn).congr (ae_of_all _ hre),
    (integral_congr_ae (ae_of_all _ fun s => (hre s).symm)).trans
      (Complex.reCLM.integral_comp_comm hi.integrableOn)⟩
```

Also Re[i/(x+iy−t)] = y/((x−t)² + y²). Hence, as the two parts of the theorem state,

H(x,y) = Re w(x+iy) = π^(−1/2) ∫_{s>0} exp(−s²/4 − ys) cos(xs) ds.

```lean
/-- The Voigt function is the real part of the Faddeeva function, and the cosine transform of a
Gaussian correlation damped by collisions. -/
theorem voigt_representations (x : ℝ) {y : ℝ} (hy : 0 < y) :
    voigt x y = (faddeeva (x + y * I)).re ∧
    voigt x y = 1 / √π *
      ∫ s in Ioi (0 : ℝ), Real.exp (-s ^ 2 / 4 - y * s) * Real.cos (x * s) := by
  have hz : 0 < ((x : ℂ) + y * I).im := by simpa using hy
  have hint := (kernel_integrable hz).integral_prod_left.congr
    (ae_of_all _ fun t => kernel_time hz t)
  have hpt : ∀ t : ℝ, (I * (Complex.exp (-(t : ℂ) ^ 2) / (x + y * I - t))).re =
      y * (Real.exp (-t ^ 2) / ((x - t) ^ 2 + y ^ 2)) := fun t => by
    have hE : Complex.exp (-(t : ℂ) ^ 2) = ((Real.exp (-t ^ 2) : ℝ) : ℂ) := by simp
    have hr : ((x : ℂ) + y * I - t).re = x - t := by simp
    have hm : ((x : ℂ) + y * I - t).im = y := by simp
    have hn : Complex.normSq ((x : ℂ) + y * I - t) = (x - t) ^ 2 + y ^ 2 := by
      rw [Complex.normSq_apply, hr, hm]
      ring
    rw [hE, Complex.mul_re, Complex.I_re, Complex.I_im, Complex.div_im, hn, hm,
      Complex.ofReal_re, Complex.ofReal_im]
    ring
  have hre : (∫ t : ℝ, I * (Complex.exp (-(t : ℂ) ^ 2) / (x + y * I - t))).re =
      y * ∫ t : ℝ, Real.exp (-t ^ 2) / ((x - t) ^ 2 + y ^ 2) := by
    rw [← integral_const_mul]
    exact (Complex.reCLM.integral_comp_comm hint).symm.trans
      (integral_congr_ae (ae_of_all _ hpt))
  have h1 : faddeeva (x + y * I) = ((1 / π : ℝ) : ℂ) *
      ∫ t : ℝ, I * (Complex.exp (-(t : ℂ) ^ 2) / (x + y * I - t)) := by
    rw [integral_const_mul, faddeeva]
    push_cast
    ring
  have h2 : voigt x y = (faddeeva (x + y * I)).re := by
    rw [h1, Complex.re_ofReal_mul, hre, voigt]
    ring
  refine ⟨h2, ?_⟩
  rw [h2, faddeeva_eq_laplace hz, (damped_cosine x y (Ioi 0)).2, ← Complex.re_ofReal_mul]
  push_cast
  rfl
```

## Comparing with the undamped line

At y = 0 the Gaussian formula with b = 1/4 and k = x gives 2√π exp(−x²) over the whole line. The integrand is even, so the half line gives √π exp(−x²).

```lean
/-- Without damping the cosine integral over positive times is `√π` times the Doppler Gaussian
`exp(−x²)`. -/
theorem gaussian_cosine (x : ℝ) :
    ∫ s in Ioi (0 : ℝ), Real.exp (-s ^ 2 / 4) * Real.cos (x * s) = √π * Real.exp (-x ^ 2) := by
  have h := (damped_cosine x 0 univ).2
  simp only [Measure.restrict_univ, zero_mul, sub_zero, Complex.ofReal_zero, add_zero] at h
  have hg : ∫ s : ℝ, Complex.exp (-(s : ℂ) ^ 2 / 4 + I * x * s) =
      ((√(π / (1 / 4)) * Real.exp (-x ^ 2 / (4 * (1 / 4))) : ℝ) : ℂ) := by
    rw [← gaussian_fourier (by norm_num) x]
    refine integral_congr_ae (ae_of_all _ fun s => ?_)
    show Complex.exp _ = Complex.exp _
    congr 1
    push_cast
    ring
  have hq : √(π / (1 / 4)) = 2 * √π := by
    rw [show π / (1 / 4) = 2 ^ 2 * π by ring, Real.sqrt_mul (by positivity),
      Real.sqrt_sq (by norm_num)]
  rw [hg, Complex.ofReal_re, hq, show -x ^ 2 / (4 * (1 / 4)) = -x ^ 2 by ring] at h
  -- the integrand is even, so the half line carries half of the integral
  have ha := integral_comp_abs (f := fun s : ℝ => Real.exp (-s ^ 2 / 4) * Real.cos (x * s))
  have he : ∀ s : ℝ, Real.exp (-|s| ^ 2 / 4) * Real.cos (x * |s|) =
      Real.exp (-s ^ 2 / 4) * Real.cos (x * s) := fun s => by
    rcases abs_choice s with h | h
    · rw [h]
    · rw [h, neg_sq, mul_neg, Real.cos_neg]
  simp only [he] at ha
  linarith
```

The moments follow from

d/ds[−2 exp(−s²/4)] = s exp(−s²/4),

d/ds[−2s exp(−s²/4)] = (s² − 2) exp(−s²/4).

Integrating over s > 0 gives 2 for the first moment and 2√π for the second.

```lean
/-- All moments of `exp(−s²/4)` over the half line `s > 0` exist; the first is `2` and the second
`2√π`. -/
theorem gaussian_moments :
    (∀ n : ℕ, IntegrableOn (fun s : ℝ => s ^ n * Real.exp (-s ^ 2 / 4)) (Ioi 0)) ∧
    ∫ s in Ioi (0 : ℝ), s * Real.exp (-s ^ 2 / 4) = 2 ∧
    ∫ s in Ioi (0 : ℝ), s ^ 2 * Real.exp (-s ^ 2 / 4) = 2 * √π := by
  have hI : ∀ n : ℕ, IntegrableOn (fun s : ℝ => s ^ n * Real.exp (-s ^ 2 / 4)) (Ioi 0) := by
    intro n
    have hn : (-1 : ℝ) < n := by linarith [n.cast_nonneg (α := ℝ)]
    refine ((integrable_rpow_mul_exp_neg_mul_sq (b := 1 / 4) (by norm_num) hn).congr
      (ae_of_all _ fun s => ?_)).integrableOn
    show s ^ (n : ℝ) * Real.exp (-(1 / 4) * s ^ 2) = s ^ n * Real.exp (-s ^ 2 / 4)
    rw [Real.rpow_natCast, show -(1 / 4) * s ^ 2 = -s ^ 2 / 4 by ring]
  have i0 : IntegrableOn (fun s : ℝ => Real.exp (-s ^ 2 / 4)) (Ioi 0) := by
    simpa only [pow_zero, one_mul] using hI 0
  have i1 : IntegrableOn (fun s : ℝ => s * Real.exp (-s ^ 2 / 4)) (Ioi 0) := by
    simpa only [pow_one] using hI 1
  have hE : ∀ s : ℝ, HasDerivAt (fun s : ℝ => Real.exp (-s ^ 2 / 4))
      (-(s / 2) * Real.exp (-s ^ 2 / 4)) s := fun s =>
    (((hasDerivAt_pow 2 s).fun_neg).div_const 4).exp.congr_deriv (by
      show Real.exp (-s ^ 2 / 4) * (-(((2 : ℕ) : ℝ) * s ^ 1) / 4) = _
      push_cast
      ring)
  have d1 : ∀ s : ℝ, HasDerivAt (fun s : ℝ => -2 * Real.exp (-s ^ 2 / 4))
      (s * Real.exp (-s ^ 2 / 4)) s := fun s =>
    ((hE s).const_mul (-2)).congr_deriv (by ring)
  have d2 : ∀ s : ℝ, HasDerivAt (fun s : ℝ => -2 * (s * Real.exp (-s ^ 2 / 4)))
      (s ^ 2 * Real.exp (-s ^ 2 / 4) - 2 * Real.exp (-s ^ 2 / 4)) s := fun s =>
    (((hasDerivAt_id' s).fun_mul (hE s)).const_mul (-2)).congr_deriv (by ring)
  have j2 : IntegrableOn (fun s : ℝ => s ^ 2 * Real.exp (-s ^ 2 / 4) -
      2 * Real.exp (-s ^ 2 / 4)) (Ioi 0) := (hI 2).sub (i0.const_mul 2)
  have m1 := integral_Ioi_of_hasDerivAt_of_tendsto' (a := 0) (fun s _ => d1 s) i1
    (tendsto_zero_of_hasDerivAt_of_integrableOn_Ioi (fun s _ => d1 s) i1 (i0.const_mul (-2)))
  have m2 := integral_Ioi_of_hasDerivAt_of_tendsto' (a := 0) (fun s _ => d2 s) j2
    (tendsto_zero_of_hasDerivAt_of_integrableOn_Ioi (fun s _ => d2 s) j2 (i1.const_mul (-2)))
  have m0 : ∫ s in Ioi (0 : ℝ), Real.exp (-s ^ 2 / 4) = √π := by
    simpa using gaussian_cosine 0
  rw [integral_sub (hI 2) (i0.const_mul 2), integral_const_mul, m0] at m2
  refine ⟨hI, ?_, ?_⟩
  · rw [m1]
    norm_num
  · norm_num at m2
    linarith
```

Subtracting the undamped integral,

|H(x,y) − exp(−x²)| ≤ π^(−1/2) ∫_{s>0} exp(−s²/4)(1 − exp(−ys)) |cos(xs)| ds ≤ 2y/√π.

In simulated spectra this bounds the absolute error of replacing the profile by its Doppler Gaussian, for a line obeying the model above; it does not control relative error in the wings.

```lean
/-- The Gaussian core: at every detuning the Voigt function differs from the Doppler Gaussian
by at most `2y/√π`. -/
theorem voigt_gaussian_core (x : ℝ) {y : ℝ} (hy : 0 < y) :
    |voigt x y - Real.exp (-x ^ 2)| ≤ 2 * y / √π := by
  obtain ⟨hI, m1, -⟩ := gaussian_moments
  have i1 : IntegrableOn (fun s : ℝ => s * Real.exp (-s ^ 2 / 4)) (Ioi 0) := by
    simpa only [pow_one] using hI 1
  have hd := (damped_cosine x y (Ioi 0)).1
  have h0 : IntegrableOn (fun s => Real.exp (-s ^ 2 / 4) * Real.cos (x * s)) (Ioi 0) := by
    simpa only [zero_mul, sub_zero] using (damped_cosine x 0 (Ioi 0)).1
  have hk : ‖∫ s in Ioi (0 : ℝ), (Real.exp (-s ^ 2 / 4 - y * s) * Real.cos (x * s) -
      Real.exp (-s ^ 2 / 4) * Real.cos (x * s))‖ ≤
      ∫ s in Ioi (0 : ℝ), y * (s * Real.exp (-s ^ 2 / 4)) := by
    refine norm_integral_le_of_norm_le (i1.const_mul y)
      (ae_restrict_of_forall_mem measurableSet_Ioi fun s hs => ?_)
    have hs' : 0 < s := hs
    have hys : 0 < y * s := mul_pos hy hs'
    -- damping removes at most the fraction `y s` of the correlation
    have h1 : 0 ≤ 1 - Real.exp (-(y * s)) :=
      sub_nonneg.mpr (Real.exp_le_one_iff.mpr (by linarith))
    have h2 : 1 - Real.exp (-(y * s)) ≤ y * s := by linarith [Real.add_one_le_exp (-(y * s))]
    have hE := Real.exp_pos (-s ^ 2 / 4)
    rw [sub_eq_add_neg (-s ^ 2 / 4), Real.exp_add,
      show Real.exp (-s ^ 2 / 4) * Real.exp (-(y * s)) * Real.cos (x * s) -
        Real.exp (-s ^ 2 / 4) * Real.cos (x * s) =
        -(Real.exp (-s ^ 2 / 4) * (1 - Real.exp (-(y * s))) * Real.cos (x * s)) by ring,
      norm_neg, norm_mul, Real.norm_of_nonneg (mul_nonneg hE.le h1), Real.norm_eq_abs]
    calc _ ≤ Real.exp (-s ^ 2 / 4) * (y * s) * 1 :=
          mul_le_mul (mul_le_mul_of_nonneg_left h2 hE.le) (Real.abs_cos_le_one _)
            (abs_nonneg _) (by positivity)
      _ = _ := by ring
  rw [integral_sub hd h0, integral_const_mul, m1, gaussian_cosine, Real.norm_eq_abs] at hk
  have hp : 0 < √π := by positivity
  have he : voigt x y - Real.exp (-x ^ 2) = 1 / √π *
      ((∫ s in Ioi (0 : ℝ), Real.exp (-s ^ 2 / 4 - y * s) * Real.cos (x * s)) -
        √π * Real.exp (-x ^ 2)) := by
    rw [(voigt_representations x hy).2, mul_sub, ← mul_assoc (1 / √π) (√π),
      one_div_mul_cancel hp.ne', one_mul]
  rw [he, abs_mul, abs_of_pos (one_div_pos.mpr hp)]
  calc _ ≤ 1 / √π * (y * 2) := mul_le_mul_of_nonneg_left hk (by positivity)
    _ = _ := by ring
```

The condition y > 0 matters: at x = y = 0 the prefactor makes `voigt` zero, while the Gaussian is 1 and the bound is 0. Had `voigt` been defined by the cosine integral, y = 0 would give the Gaussian itself and the bound would hold there too; the Lorentzian average would then be a theorem for y > 0.

## The loss of height at line centre

For u ≥ 0, (1 − u + u²/2)(1 + u + u²/2) = 1 + u⁴/4 ≥ 1, and exp(u) ≥ 1 + u + u²/2. Therefore exp(−u) ≤ 1 − u + u²/2. Setting u = ys and inserting the moments gives

H(0,y) ≤ 1 − 2y/√π + y².

Dividing the loss 1 − H(0,y) by y and letting y → 0 shows that no constant smaller than 2/√π would serve in the uniform bound.

```lean
/-- At line centre the Voigt function lies below the Doppler value `1` by at least
`2y/√π - y²`. -/
theorem voigt_line_centre {y : ℝ} (hy : 0 < y) :
    2 * y / √π - y ^ 2 ≤ 1 - voigt 0 y := by
  obtain ⟨hI, m1, m2⟩ := gaussian_moments
  have i0 : IntegrableOn (fun s : ℝ => Real.exp (-s ^ 2 / 4)) (Ioi 0) := by
    simpa only [pow_zero, one_mul] using hI 0
  have i1 : IntegrableOn (fun s : ℝ => s * Real.exp (-s ^ 2 / 4)) (Ioi 0) := by
    simpa only [pow_one] using hI 1
  have m0 : ∫ s in Ioi (0 : ℝ), Real.exp (-s ^ 2 / 4) = √π := by
    simpa using gaussian_cosine 0
  have j1 : IntegrableOn (fun s : ℝ => Real.exp (-s ^ 2 / 4) -
      y * (s * Real.exp (-s ^ 2 / 4))) (Ioi 0) := i0.sub (i1.const_mul y)
  have j2 : IntegrableOn (fun s : ℝ => y ^ 2 / 2 * (s ^ 2 * Real.exp (-s ^ 2 / 4))) (Ioi 0) :=
    (hI 2).const_mul _
  have hk := setIntegral_mono_on (damped_cosine 0 y (Ioi 0)).1 (j1.add j2) measurableSet_Ioi
    (fun s hs => by
      have hu : 0 ≤ y * s := (mul_pos hy hs).le
      -- second-order upper bound for the collisional damping factor
      have hq : Real.exp (-(y * s)) ≤ 1 - y * s + (y * s) ^ 2 / 2 := by
        refine le_of_mul_le_mul_right ?_ (Real.exp_pos (y * s))
        rw [← Real.exp_add, neg_add_cancel, Real.exp_zero]
        have h := mul_le_mul_of_nonneg_left (Real.quadratic_le_exp_of_nonneg hu)
          (show 0 ≤ 1 - y * s + (y * s) ^ 2 / 2 by nlinarith [sq_nonneg (y * s - 1)])
        nlinarith [sq_nonneg ((y * s) ^ 2)]
      show Real.exp (-s ^ 2 / 4 - y * s) * Real.cos (0 * s) ≤
        Real.exp (-s ^ 2 / 4) - y * (s * Real.exp (-s ^ 2 / 4)) +
          y ^ 2 / 2 * (s ^ 2 * Real.exp (-s ^ 2 / 4))
      rw [zero_mul, Real.cos_zero, mul_one, sub_eq_add_neg (-s ^ 2 / 4), Real.exp_add]
      have h := mul_le_mul_of_nonneg_left hq (Real.exp_pos (-s ^ 2 / 4)).le
      linarith)
  have hv : ∫ s in Ioi (0 : ℝ), (Real.exp (-s ^ 2 / 4) - y * (s * Real.exp (-s ^ 2 / 4)) +
      y ^ 2 / 2 * (s ^ 2 * Real.exp (-s ^ 2 / 4))) = √π - y * 2 + y ^ 2 / 2 * (2 * √π) := by
    rw [integral_add j1 j2, integral_sub i0 (i1.const_mul y), integral_const_mul,
      integral_const_mul, m0, m1, m2]
  have hp : 0 < √π := by positivity
  have h := mul_le_mul_of_nonneg_left (hk.trans_eq hv) (one_div_pos.mpr hp).le
  rw [← (voigt_representations 0 hy).2] at h
  have hf : 1 / √π * (√π - y * 2 + y ^ 2 / 2 * (2 * √π)) = 1 - 2 * y / √π + y ^ 2 := by
    field_simp
  linarith

end

end VoigtGaussianCore
```

```lean
#print axioms VoigtGaussianCore.voigt_gaussian_core
#print axioms VoigtGaussianCore.voigt_line_centre
```

```
'VoigtGaussianCore.voigt_gaussian_core' depends on axioms: [propext, Classical.choice, Quot.sound]
'VoigtGaussianCore.voigt_line_centre' depends on axioms: [propext, Classical.choice, Quot.sound]
```
